# For a finite cluster with pair potentials, the strain derivative of the energy is minus the virial of the forces

Suppose that the component of the stress belonging to a strain E is computed from forces f_i and positions r_i by adding up the scalar products of f_i with E r_i and dividing the sum by minus the volume. The positions depend on where the origin is put, and the stress must not. If the forces added up to some nonzero F, moving the origin by c would change the sum by minus the product of F with E c, and the same cluster would have different pressures in different corners of the coordinate system. A second question is whether the sum agrees with the change of the energy under the strain. For pair potentials, the forces add up to zero because pair forces are opposite, and the sum is minus the rate at which the energy changes because the forces are also given by the slopes of the potentials.

## The derivative under strain

Take finitely many particles at distinct positions r_i in ℝ^d. Each pair has a potential φ_ij = φ_ji, differentiable at the distance of the pair. Write r_ij = r_i − r_j, |x| for the length of x and ⟨x, y⟩ for the scalar product. The energy, the pair forces and the total forces are

U = ½ Σ_i Σ_{j≠i} φ_ij(|r_ij|)

f_ij = −(φ_ij′(|r_ij|) / |r_ij|) r_ij

f_i = Σ_{j≠i} f_ij

For a linear map E, let the positions become r_i + t E r_i. The claim is that, for every origin c,

dU/dt at t = 0 equals −Σ_i ⟨f_i, E(r_i − c)⟩.

Exchanging i and j reverses r_ij and leaves its length and the potential unchanged, so f_ij = −f_ji. Now give each particle an arbitrary displacement u_i. Renaming the indices and using this antisymmetry,

Σ_i Σ_{j≠i} ⟨f_ij, u_j⟩ = Σ_i Σ_{j≠i} ⟨f_ji, u_i⟩ = −Σ_i Σ_{j≠i} ⟨f_ij, u_i⟩.

Subtracting this from Σ_i Σ_{j≠i} ⟨f_ij, u_i⟩ = Σ_i ⟨f_i, u_i⟩ and halving gives the work identity

Σ_i ⟨f_i, u_i⟩ = ½ Σ_i Σ_{j≠i} ⟨f_ij, u_i − u_j⟩.

If all u_i are the same vector a, the right side is zero, so ⟨Σ_i f_i, a⟩ = 0. Choosing a = Σ_i f_i shows that the total force has length zero. Therefore

Σ_i ⟨f_i, E(r_i − c)⟩ = Σ_i ⟨f_i, E r_i⟩ − ⟨Σ_i f_i, E c⟩ = Σ_i ⟨f_i, E r_i⟩.

It remains to differentiate the energy. With u_ij = u_i − u_j, the squared distance |r_ij + t u_ij|² has derivative 2⟨r_ij, u_ij⟩ at t = 0. Since r_ij ≠ 0, the distance itself has derivative ⟨r_ij, u_ij⟩ / |r_ij|. By the chain rule, the pair energy changes at the rate

φ_ij′(|r_ij|) ⟨r_ij, u_ij⟩ / |r_ij| = −⟨f_ij, u_ij⟩.

Half the sum over ordered pairs is −Σ_i ⟨f_i, u_i⟩, by the work identity. Setting u_i = E r_i proves the claim.

Two special cases matter. If W is an infinitesimal rotation, meaning ⟨x, W x⟩ = 0 for all x, then ⟨f_ij, W r_ij⟩ = 0 because f_ij is parallel to r_ij, and the virial Σ_i ⟨f_i, W r_i⟩ vanishes. For a change of volume from v₀ to v in d ≥ 1 dimensions, all positions scale by s = (v/v₀)^(1/d). This is the displacement (s − 1) r_i, and ds/dv = 1/(d v₀) at v = v₀. Hence

dU/dv at v = v₀ equals −Σ_i ⟨f_i, r_i⟩ / (d v₀).

The negative of this is the configurational part of the virial pressure.

## Three particles on a line

Let d = 1, with particles at 0, 1 and 3 and φ_ij(x) = x²/2 for every pair. Then f_ij = −(r_i − r_j), and the forces are

1 + 3 = 4, −1 + 2 = 1, −3 − 2 = −5.

They sum to zero. With E the identity, the virial is 4·0 + 1·1 − 5·3 = −14, so the predicted derivative is 14. Directly, U = (1 + 9 + 4)/2 = 7 becomes 7(1 + t)², whose derivative at t = 0 is 14. Measured from the origin c = 10, the virial is 4·(−10) + 1·(−9) − 5·(−7) = −14 again. If the cluster is assigned the length v₀ = 3, then dU/dv = 14/3, and the pressure −14/3 is a tension.

## Energy and forces in Lean

The particles are labelled by a finite type `ι`, and `d` is the dimension.

```lean
import Mathlib

open Finset
open scoped InnerProductSpace

namespace VirialPressure

noncomputable section

variable {ι : Type*} [Fintype ι] [DecidableEq ι] {d : ℕ}
```

The energy counts ordered pairs, hence the factor one half; `univ.erase i` is the set of all particles except i.

```lean
/-- The potential energy of particles at positions `r i` in `d` dimensions: half the sum of
`φ i j` at the distance of `i` and `j`, over ordered pairs of different particles. -/
def energy (φ : ι → ι → ℝ → ℝ) (r : ι → EuclideanSpace ℝ (Fin d)) : ℝ :=
  (1 / 2) * ∑ i, ∑ j ∈ univ.erase i, φ i j ‖r i - r j‖
```

The force is an explicit formula, and that it is the negative gradient of the energy is proved below. `deriv (φ i j)` is φ_ij′.

```lean
/-- The central force that particle `j` exerts on particle `i`, for particles at different positions
and a potential `φ i j` that is differentiable at their distance. -/
def pairForce (φ : ι → ι → ℝ → ℝ) (r : ι → EuclideanSpace ℝ (Fin d)) (i j : ι) :
    EuclideanSpace ℝ (Fin d) :=
  (-(deriv (φ i j) ‖r i - r j‖ / ‖r i - r j‖)) • (r i - r j)

/-- The total force on particle `i` from all other particles, for distinct positions and potentials
differentiable at the occurring distances. -/
def force (φ : ι → ι → ℝ → ℝ) (r : ι → EuclideanSpace ℝ (Fin d)) (i : ι) :
    EuclideanSpace ℝ (Fin d) :=
  ∑ j ∈ univ.erase i, pairForce φ r i j
```

## Opposite pair forces and the choice of origin

The hypothesis `hφ` says that the potential of a pair does not depend on the order in which its particles are named. It stands for a mutual interaction and is what gives action and reaction. The proof rewrites the potential and the distance, then moves the sign into the difference vector.

```lean
variable {φ : ι → ι → ℝ → ℝ}

omit [Fintype ι] [DecidableEq ι] in
/-- Action equals reaction: if `φ i j = φ j i`, the force of `j` on `i` is opposite to the
force of `i` on `j`. -/
theorem pairForce_antisymm (hφ : ∀ i j, φ i j = φ j i)
    (r : ι → EuclideanSpace ℝ (Fin d)) (i j : ι) :
    pairForce φ r i j = -pairForce φ r j i := by
  unfold pairForce
  rw [hφ i j, norm_sub_rev (r i) (r j), ← smul_neg, neg_sub]
```

In the work identity, `full` and `full'` add the vanishing diagonal terms so that both sums run over all pairs. `swap` is the exchange of indices, done with `Finset.sum_comm` and the antisymmetry.

```lean
/-- For symmetric pair potentials, the work of the forces in a displacement `u` is half the sum
over ordered pairs of the pair force times the relative displacement. -/
theorem work_eq_pair_sum (hφ : ∀ i j, φ i j = φ j i)
    (r u : ι → EuclideanSpace ℝ (Fin d)) :
    ∑ i, ⟪force φ r i, u i⟫_ℝ =
      (1 / 2) * ∑ i, ∑ j ∈ univ.erase i, ⟪pairForce φ r i j, u i - u j⟫_ℝ := by
  -- the diagonal terms vanish, so both sums may run over all pairs
  have full : ∀ i, force φ r i = ∑ j, pairForce φ r i j := fun i =>
    Finset.sum_erase _ (by simp [pairForce])
  have full' : ∀ i, ∑ j ∈ univ.erase i, ⟪pairForce φ r i j, u i - u j⟫_ℝ =
      ∑ j, ⟪pairForce φ r i j, u i - u j⟫_ℝ := fun i =>
    Finset.sum_erase _ (by simp)
  -- exchanging the two particles changes the sign
  have swap : ∑ i, ∑ j, ⟪pairForce φ r i j, u j⟫_ℝ =
      -∑ i, ∑ j, ⟪pairForce φ r i j, u i⟫_ℝ := by
    rw [Finset.sum_comm, ← Finset.sum_neg_distrib]
    refine Finset.sum_congr rfl fun i _ => ?_
    rw [← Finset.sum_neg_distrib]
    refine Finset.sum_congr rfl fun j _ => ?_
    rw [pairForce_antisymm hφ r j i, inner_neg_left]
  simp_rw [full', full, sum_inner, inner_sub_right, Finset.sum_sub_distrib]
  rw [swap]
  ring
```

The common displacement is now chosen to be the total force itself, as in the derivation by hand.

```lean
/-- For symmetric pair potentials the forces on all particles sum to zero. -/
theorem sum_force (hφ : ∀ i j, φ i j = φ j i) (r : ι → EuclideanSpace ℝ (Fin d)) :
    ∑ i, force φ r i = 0 := by
  -- a common displacement of all particles does no work
  have h := work_eq_pair_sum hφ r (fun _ => ∑ i, force φ r i)
  simp only [sub_self, inner_zero_right, Finset.sum_const_zero, mul_zero] at h
  rw [← sum_inner] at h
  exact inner_self_eq_zero.1 h
```

Linearity of `E` splits off the term with `E c`, which meets a total force of zero.

```lean
/-- For symmetric pair potentials the virial of a linear map `E` does not depend on the
origin `c` from which positions are measured. -/
theorem virial_origin (hφ : ∀ i j, φ i j = φ j i) (r : ι → EuclideanSpace ℝ (Fin d))
    (E : EuclideanSpace ℝ (Fin d) →ₗ[ℝ] EuclideanSpace ℝ (Fin d))
    (c : EuclideanSpace ℝ (Fin d)) :
    ∑ i, ⟪force φ r i, E (r i - c)⟫_ℝ = ∑ i, ⟪force φ r i, E (r i)⟫_ℝ := by
  have h0 : ∑ i, ⟪force φ r i, E c⟫_ℝ = 0 := by
    rw [← sum_inner, sum_force hφ, inner_zero_left]
  simp only [map_sub, inner_sub_right, Finset.sum_sub_distrib, h0, sub_zero]
```

These force identities ask for neither distinct positions nor differentiability, because Lean's conventions make the pair force zero where its formula has no physical meaning.

## The energy along an arbitrary displacement

Two physical conditions enter here. `hr` says that no two particles coincide, and `hd` that each potential has a slope at the distance where it is evaluated, so a potential may have a jump or a kink elsewhere. `HasDerivAt g g' x` means that g is differentiable at x with derivative g'.

Inside the proof, `hline` differentiates the relative position and `hnorm` the distance, as the root of a positive square. The chain rule then gives `pair`, the rate for one pair. The work identity turns the sum of these rates into the work of the total forces.

```lean
/-- The forces are the negative gradient of the energy: for distinct positions and symmetric
pair potentials differentiable at the occurring distances, the energy changes along any
displacement `u` at the rate minus the work of the forces. -/
theorem hasDerivAt_energy (hφ : ∀ i j, φ i j = φ j i)
    {r : ι → EuclideanSpace ℝ (Fin d)} (hr : Function.Injective r)
    (hd : ∀ i j, i ≠ j → DifferentiableAt ℝ (φ i j) ‖r i - r j‖)
    (u : ι → EuclideanSpace ℝ (Fin d)) :
    HasDerivAt (fun t : ℝ => energy φ (fun i => r i + t • u i))
      (-∑ i, ⟪force φ r i, u i⟫_ℝ) 0 := by
  have pair : ∀ i j, i ≠ j →
      HasDerivAt (fun t : ℝ => φ i j ‖(r i + t • u i) - (r j + t • u j)‖)
        (-⟪pairForce φ r i j, u i - u j⟫_ℝ) 0 := by
    intro i j hij
    have hne : r i - r j ≠ 0 := sub_ne_zero.2 (hr.ne hij)
    have hline : HasDerivAt (fun t : ℝ => (r i + t • u i) - (r j + t • u j))
        (u i - u j) 0 := by
      have h := (((hasDerivAt_id' (0 : ℝ)).smul_const (u i)).const_add (r i)).fun_sub
        (((hasDerivAt_id' (0 : ℝ)).smul_const (u j)).const_add (r j))
      exact h.congr_deriv (by simp)
    -- the distance is the root of its square, which is positive
    have hnorm : HasDerivAt (fun t : ℝ => ‖(r i + t • u i) - (r j + t • u j)‖)
        (⟪r i - r j, u i - u j⟫_ℝ / ‖r i - r j‖) 0 := by
      have h := hline.norm_sq.sqrt (by simpa using hne)
      simp only [Real.sqrt_sq_eq_abs, abs_norm, zero_smul, add_zero] at h
      exact h.congr_deriv (mul_div_mul_left _ _ two_ne_zero)
    refine ((hd i j hij).hasDerivAt.comp_of_eq (0 : ℝ) hnorm (by simp)).congr_deriv ?_
    simp only [pairForce, real_inner_smul_left]
    ring
  rw [work_eq_pair_sum hφ r u]
  have h := (HasDerivAt.fun_sum fun i (_ : i ∈ (univ : Finset ι)) =>
    HasDerivAt.fun_sum fun j (hj : j ∈ univ.erase i) =>
      pair i j (Finset.ne_of_mem_erase hj).symm).const_mul (1 / 2 : ℝ)
  exact h.congr_deriv (by simp only [Finset.sum_neg_distrib, mul_neg])
```

## Strain, rotation and volume

The main theorem takes the displacement `E (r i)` and uses the free choice of origin. `E` is any linear map, so shear and rotation are included along with symmetric strain.

```lean
/-- Virial formula for the strain derivative: for distinct positions and symmetric pair
potentials differentiable at the occurring distances, the energy under the deformation `1 + t E`
has at `t = 0` the derivative `-∑ ⟪f i, E (r i - c)⟫`, for every origin `c`. -/
theorem strain_derivative_eq_virial (hφ : ∀ i j, φ i j = φ j i)
    {r : ι → EuclideanSpace ℝ (Fin d)} (hr : Function.Injective r)
    (hd : ∀ i j, i ≠ j → DifferentiableAt ℝ (φ i j) ‖r i - r j‖)
    (E : EuclideanSpace ℝ (Fin d) →ₗ[ℝ] EuclideanSpace ℝ (Fin d))
    (c : EuclideanSpace ℝ (Fin d)) :
    HasDerivAt (fun t : ℝ => energy φ (fun i => r i + t • E (r i)))
      (-∑ i, ⟪force φ r i, E (r i - c)⟫_ℝ) 0 := by
  rw [virial_origin hφ]
  exact hasDerivAt_energy hφ hr hd (fun i => E (r i))
```

For rotations, the work identity reduces the virial to products of `r i - r j` with its image under `W`, which `hW` makes zero. By linearity, only the symmetric part of a deformation contributes to the virial.

```lean
/-- For symmetric pair potentials the virial of an infinitesimal rotation `W`, a linear map with
`W x` orthogonal to `x` for every `x`, is zero. -/
theorem virial_rotation (hφ : ∀ i j, φ i j = φ j i) (r : ι → EuclideanSpace ℝ (Fin d))
    (W : EuclideanSpace ℝ (Fin d) →ₗ[ℝ] EuclideanSpace ℝ (Fin d))
    (hW : ∀ x, ⟪x, W x⟫_ℝ = 0) :
    ∑ i, ⟪force φ r i, W (r i)⟫_ℝ = 0 := by
  -- each pair force points along the line joining the two particles
  rw [work_eq_pair_sum hφ r (fun i => W (r i))]
  simp only [pairForce, ← map_sub, real_inner_smul_left, hW, mul_zero,
    Finset.sum_const_zero]
```

The volume theorem composes the energy derivative along `r` with the function s − 1. `hs` is its derivative 1/(d v₀), and `e` identifies scaling by s with the displacement (s − 1) r_i. The volume is a number assigned to the cluster, with no container in the model. The configurational pressure is minus the derivative in the theorem.

```lean
/-- Virial pressure without the kinetic term: if all positions scale as the `d`-th root of the
volume `v`, the energy has at `v₀ ≠ 0` the volume derivative `-∑ ⟪f i, r i⟫ / (d v₀)`, for distinct
positions and symmetric pair potentials differentiable at the occurring distances. -/
theorem volume_derivative_eq_virial (hφ : ∀ i j, φ i j = φ j i)
    {r : ι → EuclideanSpace ℝ (Fin d)} (hr : Function.Injective r)
    (hd : ∀ i j, i ≠ j → DifferentiableAt ℝ (φ i j) ‖r i - r j‖)
    {v₀ : ℝ} (hv : v₀ ≠ 0) :
    HasDerivAt (fun v : ℝ => energy φ (fun i => ((v / v₀) ^ (1 / (d : ℝ))) • r i))
      (-(∑ i, ⟪force φ r i, r i⟫_ℝ) / (d * v₀)) v₀ := by
  have hs : HasDerivAt (fun v : ℝ => (v / v₀) ^ (1 / (d : ℝ)) - 1) (1 / (d * v₀)) v₀ := by
    have h := (((hasDerivAt_id' v₀).div_const v₀).rpow_const (p := 1 / (d : ℝ))
      (Or.inl (div_ne_zero hv hv))).sub_const 1
    refine h.congr_deriv ?_
    simp only [div_self hv, Real.one_rpow]
    ring
  have hc := (hasDerivAt_energy hφ hr hd r).comp_of_eq v₀ hs (by simp [hv])
  -- scaling by `s` is the displacement `(s - 1) r`
  have e : (fun v : ℝ => energy φ (fun i => ((v / v₀) ^ (1 / (d : ℝ))) • r i)) =
      (fun t : ℝ => energy φ (fun i => r i + t • r i)) ∘
        (fun v : ℝ => (v / v₀) ^ (1 / (d : ℝ)) - 1) := by
    funext v
    simp only [Function.comp_apply]
    congr 1
    funext i
    module
  rw [e]
  exact hc.congr_deriv (by ring)

end

end VirialPressure
```

```lean
#print axioms VirialPressure.strain_derivative_eq_virial
#print axioms VirialPressure.virial_rotation
#print axioms VirialPressure.volume_derivative_eq_virial
```

```
'VirialPressure.strain_derivative_eq_virial' depends on axioms: [propext, Classical.choice, Quot.sound]
'VirialPressure.virial_rotation' depends on axioms: [propext, Classical.choice, Quot.sound]
'VirialPressure.volume_derivative_eq_virial' depends on axioms: [propext, Classical.choice, Quot.sound]
```

In a classical simulation of a finite, non-periodic cluster with pair potentials, these formulas give the configurational stress and pressure from the forces and positions, once a volume has been assigned to the cluster. The kinetic contribution is absent, as are many-body potentials and periodic cells, whose images move with the strain as well.
